# At fixed projectors and screened strengths, scattering in the reference potential cannot distinguish ultrasoft augmentations with equal sums

Take two grid points, labelled 0 and 1, with hopping −1 and on-site kinetic term 2. Put one projector on point 0. Let one pseudopotential carry a unit augmentation charge on point 0 and another carry it on point 1. The reference potential and the screened nonlocal strength are both zero.

In the reference potential both Hamiltonians have on-site term 2 at point 0. Now raise the potential there by 1. The inner charge feels this change and adds 1 to the nonlocal strength; the outer charge adds nothing. The on-site terms become

inner: 2 + 1 + 1 = 4

outer: 2 + 1 + 0 = 3

At zero energy, the equation at point 0 with on-site term c reads c ψ(0) − ψ(1) = 0. The relative finite difference is therefore

L = (ψ(1) − ψ(0)) / ψ(0) = c − 1.

Both pseudopotentials give L = 1 in the reference potential, but 3 and 2 in the changed one. Two points are needed for this: on a single point, equal sums already make the augmentations equal.

## Descreening hides the shape of the augmentation in the reference potential

On a finite grid, let T be the kinetic matrix, W a real local potential, and B the matrix whose columns are the projectors. Bᴴ is its adjoint. The augmentation assigns to each grid point r a matrix Q(r), indexed by pairs of projectors, with sum q = Σ_r Q(r). For screened strengths D and reference potential V, define

D0 = D − Σ_r V(r) Q(r)

H[W] = T + diag W + B (D0 + Σ_r W(r) Q(r)) Bᴴ

S = 1 + B q Bᴴ.

The pair (H, S) is the pencil of the generalised equation Hψ = E Sψ at energy E. Let Q' be a second augmentation with the same sum q, descreened in the same V from the same D. The overlaps S then agree. If the potential changes by dV, the nonlocal strength for Q becomes

D − Σ_r V(r) Q(r) + Σ_r (V(r) + dV(r)) Q(r) = D + Σ_r dV(r) Q(r).

At dV = 0 only D remains, so the pencils coincide, and with them all solutions and logarithmic derivatives.

For general dV, subtracting the two Hamiltonians shows that they agree exactly when

B M Bᴴ = 0, where M = Σ_r dV(r) (Q(r) − Q'(r)).

Suppose that the projectors are linearly independent, so that Bc = 0 implies c = 0. Applied to each column of M Bᴴ, this gives M Bᴴ = 0. Taking the adjoint gives B Mᴴ = 0, and the same argument gives Mᴴ = 0, hence M = 0. Conversely, M = 0 makes the Hamiltonians equal.

If the pencils agree for every dV, choose dV equal to 1 at one point s and 0 elsewhere. Then M = Q(s) − Q'(s) = 0. Since s is arbitrary, Q = Q'. The converse is immediate.

For pseudopotential testing, in this finite-grid model with prescribed potentials, matching reference logarithmic derivatives therefore gives no information about how the augmentation is distributed over the grid, once the projectors, the screened strengths D and the sum q are fixed.

## The grid model in Lean

The finite type `X` labels grid points and `ι` labels projectors.

```lean
import Mathlib

open Matrix

namespace UltrasoftScatteringBlindness

noncomputable section

variable {X ι : Type*} [Fintype X] [DecidableEq X] [Fintype ι]
```

Independence is stated as injectivity of B on coefficient vectors. Physically, no projector duplicates a combination of the others on this grid.

```lean
/-- The projectors, stored as the columns of `B`, are linearly independent on the grid. -/
def IndependentProjectors (B : Matrix X ι ℂ) : Prop :=
  ∀ c : ι → ℂ, B *ᵥ c = 0 → c = 0
```

`screening Q W` is the grid sum Σ_r W(r)Q(r), with any integration weight absorbed into Q. Subtracting it at W = V gives the bare strengths.

```lean
/-- The potential `W` integrated against the augmentation functions `Q`. -/
def screening (Q : X → Matrix ι ι ℂ) (W : X → ℝ) : Matrix ι ι ℂ :=
  ∑ r, (W r : ℂ) • Q r

/-- The bare nonlocal strengths obtained by descreening `D` in the reference potential `V`. -/
def descreen (D : Matrix ι ι ℂ) (Q : X → Matrix ι ι ℂ) (V : X → ℝ) : Matrix ι ι ℂ :=
  D - screening Q V
```

The Hamiltonian and overlap follow the formulas above. T, D and Q are arbitrary complex matrices: neither Hermiticity nor positivity of S is assumed, so the result includes the physical Hermitian case.

```lean
/-- The ultrasoft Hamiltonian in the local potential `W`, with bare strengths `D0`. -/
def hamiltonian (T : Matrix X X ℂ) (B : Matrix X ι ℂ) (D0 : Matrix ι ι ℂ)
    (Q : X → Matrix ι ι ℂ) (W : X → ℝ) : Matrix X X ℂ :=
  T + diagonal (fun r => ((W r : ℝ) : ℂ)) + B * (D0 + screening Q W) * Bᴴ

/-- The ultrasoft overlap operator. -/
def overlap (B : Matrix X ι ℂ) (Q : X → Matrix ι ι ℂ) : Matrix X X ℂ :=
  1 + B * (∑ r, Q r) * Bᴴ
```

In `pencil`, V is the potential used for descreening and W the one in which the pseudopotential is applied. Keeping them separate expresses transfer to a new environment. The potential is given, not recomputed from a density, so self-consistent response is absent.

```lean
/-- The pair (Hamiltonian, overlap) in the potential `W`, for a pseudopotential descreened
in the reference potential `V`. -/
def pencil (T : Matrix X X ℂ) (B : Matrix X ι ℂ) (D : Matrix ι ι ℂ)
    (Q : X → Matrix ι ι ℂ) (V W : X → ℝ) : Matrix X X ℂ × Matrix X X ℂ :=
  (hamiltonian T B (descreen D Q V) Q W, overlap B Q)
```

A scattering solution need satisfy the equation only at points of the region `Ω`; no equation is imposed at the other points, though their values can enter the equations in `Ω`. `logDerivs` collects every L with ψ(b) − ψ(a) = Lψ(a) and ψ(a) ≠ 0. For neighbouring points this is a finite-difference logarithmic derivative in units of the inverse spacing. Radial equations and angular-momentum channels are not modelled.

```lean
/-- The logarithmic derivatives between the grid points `a` and `b`, in units of the inverse
spacing, of all functions that solve the generalised equation at energy `E` on the region `Ω`. -/
def logDerivs (P : Matrix X X ℂ × Matrix X X ℂ) (E : ℝ) (Ω : Set X) (a b : X) : Set ℂ :=
  {L | ∃ ψ : X → ℂ, (∀ r ∈ Ω, (P.1 *ᵥ ψ) r = (E : ℂ) * (P.2 *ᵥ ψ) r) ∧
    ψ a ≠ 0 ∧ ψ b - ψ a = L * ψ a}
```

## From changed strengths to equal augmentations

The first theorem is the cancellation of V in the nonlocal strength. Additivity of `screening` gives `hadd`, and `hD` combines it with descreening.

```lean
/-- After descreening in `V`, the Hamiltonian in the potential `V + dV` contains the
augmentation only through its integral against the change `dV`. -/
theorem hamiltonian_transfer (T : Matrix X X ℂ) (B : Matrix X ι ℂ) (D : Matrix ι ι ℂ)
    (Q : X → Matrix ι ι ℂ) (V dV : X → ℝ) :
    hamiltonian T B (descreen D Q V) Q (V + dV) =
      T + diagonal (fun r => (((V + dV) r : ℝ) : ℂ)) + B * (D + screening Q dV) * Bᴴ := by
  have hadd : screening Q (V + dV) = screening Q V + screening Q dV := by
    simp [screening, add_smul, Finset.sum_add_distrib]
  have hD : descreen D Q V + screening Q (V + dV) = D + screening Q dV := by
    rw [hadd, descreen]
    abel
  unfold hamiltonian
  rw [hD]
```

The next lemma removes the projectors from both sides. `h1` cancels B column by column, `h2` takes the adjoint, and `h3` cancels B again.

```lean
omit [Fintype X] [DecidableEq X] in
/-- A nonlocal operator built on independent projectors vanishes only if its matrix of
strengths vanishes. -/
theorem strengths_eq_zero {B : Matrix X ι ℂ} (hB : IndependentProjectors B)
    {M : Matrix ι ι ℂ} (h : B * M * Bᴴ = 0) : M = 0 := by
  -- independent columns can be cancelled from the left
  have cancel : ∀ {κ : Type _} (N : Matrix ι κ ℂ), B * N = 0 → N = 0 := by
    intro κ N hN
    ext i j
    have hc : B *ᵥ (fun i => N i j) = 0 := by
      funext r
      have := congrFun (congrFun hN r) j
      simpa [Matrix.mul_apply, Matrix.mulVec, dotProduct] using this
    exact congrFun (hB _ hc) i
  have h1 : M * Bᴴ = 0 := by
    ext i r
    have hc : B *ᵥ (fun i => (M * Bᴴ) i r) = 0 := by
      funext s
      have := congrFun (congrFun ((Matrix.mul_assoc B M Bᴴ).symm.trans h) s) r
      rw [Matrix.mul_apply] at this
      exact this
    exact congrFun (hB _ hc) i
  -- the adjoint moves the remaining projectors to the left
  have h2 : B * Mᴴ = 0 := by
    have := congrArg conjTranspose h1
    simpa [Matrix.conjTranspose_mul] using this
  have h3 : Mᴴ = 0 := cancel _ h2
  have := congrArg conjTranspose h3
  simpa using this
```

For one fixed dV, equality of pencils is now equivalent to equality of the two screening sums. The forward direction applies the lemma to their difference, the matrix M above; the reverse also uses the equal overlaps supplied by `hq`.

```lean
/-- For independent projectors, two augmentations with equal sums give the same pencil in the
potential `V + dV` exactly when their integrals against `dV` agree. -/
theorem pencil_eq_iff (T : Matrix X X ℂ) {B : Matrix X ι ℂ} (hB : IndependentProjectors B)
    (D : Matrix ι ι ℂ) {Q Q' : X → Matrix ι ι ℂ} (hq : ∑ r, Q r = ∑ r, Q' r)
    (V dV : X → ℝ) :
    pencil T B D Q V (V + dV) = pencil T B D Q' V (V + dV) ↔
      screening Q dV = screening Q' dV := by
  have hS : overlap B Q = overlap B Q' := by simp only [overlap, hq]
  unfold pencil
  rw [Prod.mk.injEq, hamiltonian_transfer, hamiltonian_transfer]
  constructor
  · rintro ⟨h, _⟩
    have h1 := add_left_cancel h
    have h2 : B * (screening Q dV - screening Q' dV) * Bᴴ = 0 := by
      have e : screening Q dV - screening Q' dV =
          (D + screening Q dV) - (D + screening Q' dV) := by abel
      rw [e, Matrix.mul_sub, Matrix.sub_mul, h1, sub_self]
    exact sub_eq_zero.mp (strengths_eq_zero hB h2)
  · intro h
    exact ⟨by rw [h], hS⟩
```

For agreement at V itself, equal sums suffice; the projectors need not be independent.

```lean
/-- In the reference potential, two augmentations with equal sums give the same pencil. -/
theorem reference_pencil_eq (T : Matrix X X ℂ) (B : Matrix X ι ℂ) (D : Matrix ι ι ℂ)
    {Q Q' : X → Matrix ι ι ℂ} (hq : ∑ r, Q r = ∑ r, Q' r) (V : X → ℝ) :
    pencil T B D Q V V = pencil T B D Q' V V := by
  simp only [pencil, hamiltonian, descreen, overlap, sub_add_cancel, hq]
```

The main theorem joins this agreement to the equivalence over all real dV. In its proof, `Pi.single r 1` is the potential change concentrated at r, and `point` evaluates its screening sum as Q(r).

```lean
/-- Two augmentations with equal sums give the same pencil in the reference potential, and when the
projectors are independent, they give the same pencil in every potential if and only if they are
equal point by point. -/
theorem reference_blind_transfer_faithful (T : Matrix X X ℂ) {B : Matrix X ι ℂ}
    (hB : IndependentProjectors B) (D : Matrix ι ι ℂ) {Q Q' : X → Matrix ι ι ℂ}
    (hq : ∑ r, Q r = ∑ r, Q' r) (V : X → ℝ) :
    pencil T B D Q V V = pencil T B D Q' V V ∧
      ((∀ dV : X → ℝ, pencil T B D Q V (V + dV) = pencil T B D Q' V (V + dV)) ↔ Q = Q') := by
  refine ⟨reference_pencil_eq T B D hq V, ?_, ?_⟩
  · intro h
    -- a potential change on a single grid point reads off the augmentation there
    have point : ∀ (R : X → Matrix ι ι ℂ) (r : X), screening R (Pi.single r 1) = R r := by
      intro R r
      unfold screening
      rw [Finset.sum_eq_single r]
      · simp
      · intro x _ hx
        simp [hx]
      · simp
    funext r
    have hr := (pencil_eq_iff T hB D hq V (Pi.single r 1)).1 (h _)
    rwa [point, point] at hr
  · rintro rfl dV
    rfl
```

## Logarithmic derivatives before and after the change

Equal reference pencils give equal sets of logarithmic derivatives at every real energy, for every region and pair of points. The proof rewrites one pencil as the other.

```lean
/-- In the reference potential, two augmentations with equal sums have the same logarithmic
derivatives at every energy, for every region and every pair of grid points. -/
theorem reference_logDerivs_eq (T : Matrix X X ℂ) (B : Matrix X ι ℂ) (D : Matrix ι ι ℂ)
    {Q Q' : X → Matrix ι ι ℂ} (hq : ∑ r, Q r = ∑ r, Q' r) (V : X → ℝ)
    (E : ℝ) (Ω : Set X) (a b : X) :
    logDerivs (pencil T B D Q V V) E Ω a b = logDerivs (pencil T B D Q' V V) E Ω a b := by
  rw [reference_pencil_eq T B D hq V]
```

The opening example supplies a case where a changed potential separates these sets. Its kinetic matrix, projector and two augmentations are as follows.

```lean
/-- The lattice kinetic energy on two grid points. -/
def pairT : Matrix (Fin 2) (Fin 2) ℂ := !![2, -1; -1, 2]

/-- A single projector located on the first grid point. -/
def pairB : Matrix (Fin 2) (Fin 1) ℂ := !![1; 0]

/-- A unit augmentation charge on the first grid point. -/
def innerQ : Fin 2 → Matrix (Fin 1) (Fin 1) ℂ := ![1, 0]

/-- A unit augmentation charge on the second grid point. -/
def outerQ : Fin 2 → Matrix (Fin 1) (Fin 1) ℂ := ![0, 1]
```

With `Ω` equal to `{0}`, only the equation at point 0 is imposed, and at E = 0 the overlap drops out. The proof cancels ψ(0) to obtain L = c − 1, then exhibits ψ = (1, c) to show that this value occurs.

```lean
/-- On two grid points with hopping `-1` and on-site term `c` at the first point, the only
logarithmic derivative from the first point to the second at zero energy is `c - 1`, when the
equation is imposed at the first point alone. -/
theorem two_point_logDerivs (P : Matrix (Fin 2) (Fin 2) ℂ × Matrix (Fin 2) (Fin 2) ℂ)
    (c : ℂ) (h00 : P.1 0 0 = c) (h01 : P.1 0 1 = -1) :
    logDerivs P 0 {0} 0 1 = {c - 1} := by
  ext L
  simp only [logDerivs, Set.mem_ofPred_eq, Set.mem_singleton_iff, forall_eq, Matrix.mulVec,
    dotProduct, Fin.sum_univ_two, h00, h01, Complex.ofReal_zero, zero_mul]
  constructor
  · rintro ⟨ψ, h, h0, hL⟩
    apply mul_right_cancel₀ h0
    linear_combination -hL - h
  · rintro rfl
    exact ⟨![1, c], by simp, by simp, by simp⟩
```

The final theorem checks independence and equal sums, computes the on-site terms 4 and 3, and obtains the singleton sets {3} and {2}. This separation of logarithmic derivatives is established for the example; the general equivalence concerns pencils, and different pencils may still share a particular logarithmic derivative.

```lean
/-- The inner and outer unit charges have equal sums and an independent projector, yet with zero
reference potential, zero screened strength and a unit potential on the first grid point, their
logarithmic derivatives at zero energy are 3 and 2 when the equation is imposed at the first point
alone. -/
theorem changed_potential_witness :
    IndependentProjectors pairB ∧ ∑ r, innerQ r = ∑ r, outerQ r ∧
      logDerivs (pencil pairT pairB 0 innerQ 0 ![1, 0]) 0 {0} 0 1 = {3} ∧
      logDerivs (pencil pairT pairB 0 outerQ 0 ![1, 0]) 0 {0} 0 1 = {2} := by
  refine ⟨?_, ?_, ?_, ?_⟩
  · intro c hc
    have h := congrFun hc 0
    funext i
    rw [Subsingleton.elim i 0]
    simpa [pairB, Matrix.mulVec, dotProduct] using h
  · simp [innerQ, outerQ, Fin.sum_univ_two]
  · rw [two_point_logDerivs _ 4
      (by norm_num [pencil, hamiltonian, descreen, screening, pairT, pairB, innerQ,
        Matrix.mul_apply, Fin.sum_univ_two, Matrix.diagonal_apply, Matrix.vecMul,
        dotProduct, Matrix.conjTranspose_apply])
      (by norm_num [pencil, hamiltonian, descreen, screening, pairT, pairB, innerQ,
        Matrix.mul_apply, Fin.sum_univ_two, Matrix.diagonal_apply, Matrix.vecMul,
        dotProduct, Matrix.conjTranspose_apply])]
    norm_num
  · rw [two_point_logDerivs _ 3
      (by norm_num [pencil, hamiltonian, descreen, screening, pairT, pairB, outerQ,
        Matrix.mul_apply, Fin.sum_univ_two, Matrix.diagonal_apply])
      (by norm_num [pencil, hamiltonian, descreen, screening, pairT, pairB, outerQ,
        Matrix.mul_apply, Fin.sum_univ_two, Matrix.diagonal_apply])]
    norm_num

end

end UltrasoftScatteringBlindness
```

```lean
#print axioms UltrasoftScatteringBlindness.reference_blind_transfer_faithful
#print axioms UltrasoftScatteringBlindness.reference_logDerivs_eq
```

```
'UltrasoftScatteringBlindness.reference_blind_transfer_faithful' depends on axioms: [propext, Classical.choice, Quot.sound]
'UltrasoftScatteringBlindness.reference_logDerivs_eq' depends on axioms: [propext, Classical.choice, Quot.sound]
```
